# Replacing rows of the identity one at a time by the same-slot rows of a row-permuted identity, with every Slater determinant nonzero, reaches that target only if the permutation is trivial

The theorem `reachable_iff` concerns a finite square Slater matrix over a field, starting as the identity, and a target whose row `i` is the unit vector with index `σ i`, where `σ` is a permutation of the indices. A move replaces one row by the target's row in the same slot, and is allowed only if the resulting Slater determinant is nonzero. The statement is that some finite sequence of such moves, possibly empty, reaches the target exactly when `σ` is the identity permutation. For the forward direction the proof uses the earlier result that every reachable matrix is the identity, and compares diagonal entries. For the converse it tries to show entry by entry that the target is itself the identity matrix, so that no move is needed.

Lean 4 with Mathlib refuses this proof:

```lean
import Mathlib

open Matrix Relation

namespace SequentialSlaterUpdate

variable {n K : Type*} [Fintype n] [DecidableEq n] [Field K]

/-- An allowed in-place move towards the target `B`: one row of `M` is replaced by the row of `B`
in the same slot, and the new Slater determinant is nonzero. -/
def TargetMove (B M M' : Matrix n n K) : Prop :=
  ∃ i, M' = M.updateRow i (B i) ∧ M'.det ≠ 0

/-- The Slater matrix whose row `i` is the unit vector with index `σ i`. -/
def permutedSlater (σ : Equiv.Perm n) : Matrix n n K :=
  (1 : Matrix n n K).submatrix σ id

/-- Replacing row `i` of a nonsingular Slater matrix `A` by `v` multiplies the determinant by
component `i` of `v A⁻¹`. -/
theorem det_updateRow_eq (A : Matrix n n K) (hA : A.det ≠ 0) (i : n) (v : n → K) :
    (A.updateRow i v).det = (v ᵥ* A⁻¹) i * A.det := by
  -- expand the new row in the old rows
  have key : ∀ c : n → K, c ᵥ* A = ∑ k, c k • A k := by
    intro c
    ext j
    simp [Matrix.vecMul, dotProduct, Finset.sum_apply]
  have h : (v ᵥ* A⁻¹) ᵥ* A = v := by
    rw [Matrix.vecMul_vecMul, Matrix.nonsing_inv_mul _ (isUnit_iff_ne_zero.mpr hA),
      Matrix.vecMul_one]
  -- only the component along the replaced row survives in the determinant
  calc (A.updateRow i v).det
      = (A.updateRow i (∑ k, (v ᵥ* A⁻¹) k • A k)).det := by
        rw [← key (v ᵥ* A⁻¹), h]
    _ = (v ᵥ* A⁻¹) i * A.det := by
        rw [Matrix.det_updateRow_sum, smul_eq_mul]

/-- Replacing only row `i` of the identity by its permuted target row gives determinant one if
`σ` fixes `i`, and zero otherwise. -/
theorem det_single_replacement (σ : Equiv.Perm n) (i : n) :
    ((1 : Matrix n n K).updateRow i ((permutedSlater σ : Matrix n n K) i)).det
      = if σ i = i then 1 else 0 := by
  rw [det_updateRow_eq _ (by simp)]
  simp [permutedSlater, Matrix.one_apply]

/-- Every matrix reached from the identity by allowed in-place moves towards a permuted Slater
matrix is the identity itself. -/
theorem eq_one_of_reachable (σ : Equiv.Perm n) {M : Matrix n n K}
    (h : ReflTransGen (TargetMove (permutedSlater σ)) 1 M) : M = 1 := by
  induction h with
  | refl => rfl
  | tail _ hstep ih =>
    obtain ⟨i, hM, hdet⟩ := hstep
    rw [hM, ih, det_single_replacement] at hdet
    -- a nonzero determinant forces the replaced row to be unchanged
    have hi : σ i = i := by
      by_contra hne
      simp [hne] at hdet
    have hrow : (permutedSlater σ : Matrix n n K) i = (1 : Matrix n n K) i := by
      funext j
      simp [permutedSlater, Matrix.one_apply, hi]
    rw [hM, ih, hrow, Matrix.updateRow_eq_self]

/-- Allowed in-place moves lead from the identity to the permuted Slater matrix if and only if
the permutation is trivial. -/
theorem reachable_iff (σ : Equiv.Perm n) :
    ReflTransGen (TargetMove (permutedSlater σ)) (1 : Matrix n n K) (permutedSlater σ)
      ↔ σ = 1 := by
  constructor
  · intro h
    have heq := eq_one_of_reachable σ h
    apply Equiv.ext
    intro i
    by_contra hne
    have hne' : σ i ≠ i := hne
    have hii := congrFun (congrFun heq i) i
    simp [permutedSlater, Matrix.one_apply, hne'] at hii
  · intro h
    have h1 : (permutedSlater σ : Matrix n n K) = 1 := by
      ext i j
      simp [permutedSlater, h]
    rw [h1]

end SequentialSlaterUpdate
```

Messages:

```
Main.lean:78:55: error: unsolved goals
n : Type u_1
K : Type u_2
inst✝² : Fintype n
inst✝¹ : DecidableEq n
inst✝ : Field K
σ : Equiv.Perm n
h : σ = 1
i j : n
⊢ 1 (id i) (id j) = 1 i j
Main.lean:76:26: warning: This simp argument is unused:
  Matrix.one_apply

Hint: Omit it from the simp argument list.
  [apply] simp [permutedSlater, hne'] at hii

Note: This linter can be disabled with `set_option linter.unusedSimpArgs false`
```

As a diff, the version that Lean accepts:

```diff
@@ -74,9 +74,9 @@
     have hne' : σ i ≠ i := hne
     have hii := congrFun (congrFun heq i) i
-    simp [permutedSlater, Matrix.one_apply, hne'] at hii
+    simp [permutedSlater, hne'] at hii
   · intro h
     have h1 : (permutedSlater σ : Matrix n n K) = 1 := by
       ext i j
-      simp [permutedSlater, h]
+      simp [permutedSlater, Matrix.one_apply, h]
     rw [h1]
 
```

Cause. The error is in the converse, in the proof of `h1`, which says that the target is the identity matrix when `σ = 1`. There `simp` unfolds `permutedSlater` and uses `h`, but stops at `1 (id i) (id j) = 1 i j`. Here `1` is the identity matrix, and the two sides are the same entry, since `id` returns its argument. But `simp` has left the `id`s in place inside the matrix indices and does not close the goal.

The repair adds `Matrix.one_apply`, which writes an entry of the identity matrix as 1 if its two indices are equal and 0 otherwise. The indices then stand in an ordinary equation, `id i = id j`, where `simp` can remove the `id`s, and the two sides agree.

The warning concerns the forward direction, where `simp` never used `Matrix.one_apply`. Removing it there is mere tidying and has no part in curing the error.
